# Discretized maximum-entropy continuation at fixed α > 0 has exactly one positive maximizer, and it has the form m exp(Kᵀu)

When I continue imaginary-time Green's function data to a real-frequency spectrum by maximum entropy, I don't vary the spectrum itself. I write $A_j = m_j\exp((K^Tu)_j)$ and solve for $u$, which has one component per data point, not one per frequency. This relies on the maximizer of

$$Q(A)=\alpha\sum_j\Big(A_j-m_j-A_j\log\frac{A_j}{m_j}\Big)-\tfrac12|KA-g|^2$$

having that form, with $u=(g-KA)/\alpha$. Here $K$ is the real kernel matrix, $g$ the data, $m$ the positive default model and $\alpha>0$ the entropy weight. I'd like a rigorous, machine-checked proof that the equation characterizes the maximizer, and that there is only one. Can it be done in Lean?

## From the gradient to the exponential form

Yes, and existence can be proved too. Since $\partial_{A_j}$ of the entropy is $-\log(A_j/m_j)$, the gradient of $Q$ is

$$G_j(A)=(K^T(g-KA))_j-\alpha\log(A_j/m_j).$$

Setting it to zero and exponentiating gives exactly your equation. What remains is to show that positive maximizers and zeros of $G$ are the same thing, and that one exists.

**An exact difference.** For positive numbers let $D(b,a)=b\log(b/a)-b+a$. Take positive spectra $A,B$ and put $d=B-A$. Splitting $\log(B_j/m_j)=\log(B_j/A_j)+\log(A_j/m_j)$, the entropy difference between $A$ and $B$ is

$$\sum_j D(B_j,A_j)+\sum_j d_j\log(A_j/m_j).$$

Expanding the square in the misfit gives

$$\tfrac12|KB-g|^2-\tfrac12|KA-g|^2=\tfrac12|Kd|^2-d\cdot K^T(g-KA).$$

Adding $\alpha$ times the first to the second,

$$Q(A)-Q(B)=\alpha\sum_jD(B_j,A_j)+\tfrac12|Kd|^2-d\cdot G(A).$$

**A zero of the gradient is the strict maximum.** For $b\ne a$, $\log(a/b)<a/b-1$; multiplying by $b$ gives $D(b,a)>0$. If $G(A)=0$, every positive $B\neq A$ therefore has $Q(B)<Q(A)$. This also gives uniqueness.

**A maximum has zero gradient.** From $\log(b/a)\le b/a-1$ we get $D(b,a)\le(b-a)^2/a$. Let $A$ be a maximizer, write $G=G(A)$, and take $B=A+tG$ with $t>0$ small enough to keep $B$ positive. Then

$$0\le Q(A)-Q(B)\le t^2\Big(\alpha\sum_j\frac{G_j^2}{A_j}+\tfrac12|KG|^2\Big)-t|G|^2.$$

Dividing by $t$ and letting $t\to0$ forces $|G|^2\le0$, so $G=0$.

**A maximizer exists.** In data space, consider

$$F(u)=\sum_jm_j e^{(K^Tu)_j}+\tfrac\alpha2|u|^2-u\cdot g.$$

The exponentials are positive, and

$$\tfrac\alpha2u_i^2-u_ig_i=\tfrac\alpha4u_i^2-\frac{g_i^2}{\alpha}+\frac{(\alpha u_i/2-g_i)^2}{\alpha}.$$

Hence $F(u)\ge\frac\alpha4u_i^2-|g|^2/\alpha$ for each $i$. The set where $F(u)\le F(0)$ is bounded, so the continuous function $F$ has a minimizer $u$. With $A_j=m_je^{(K^Tu)_j}$, its vanishing gradient reads $KA+\alpha u-g=0$, which is $u=(g-KA)/\alpha$. So $A$ solves your equation and is the maximizer.

**One datum and one frequency.** With $K=k$ a number, the equation becomes $A\,e^{k^2A/\alpha}=m\,e^{kg/\alpha}$. The left side increases strictly from $0$ to infinity, so there is one positive root. For $k=0$ the datum carries no information and $A=m$.

## The Lean file and what its theorems say

```lean
import Mathlib

open Matrix Topology

namespace MaxEntContinuation

noncomputable section

variable {ι κ : Type*} [Fintype ι] [Fintype κ]

/-- Entropy of the spectrum `A` relative to the default model `m`. -/
def entropy (m A : κ → ℝ) : ℝ :=
  ∑ j, (A j - m j - A j * Real.log (A j / m j))

/-- The maximum-entropy objective: weighted entropy minus half the squared data misfit. -/
def objective (K : Matrix ι κ ℝ) (g : ι → ℝ) (m : κ → ℝ) (α : ℝ) (A : κ → ℝ) : ℝ :=
  α * entropy m A - (K *ᵥ A - g) ⬝ᵥ (K *ᵥ A - g) / 2

/-- A positive spectrum that maximizes the objective among all positive spectra. -/
def IsMaxEnt (K : Matrix ι κ ℝ) (g : ι → ℝ) (m : κ → ℝ) (α : ℝ) (A : κ → ℝ) : Prop :=
  (∀ j, 0 < A j) ∧ ∀ B : κ → ℝ, (∀ j, 0 < B j) → objective K g m α B ≤ objective K g m α A

/-- The data residual divided by the entropy weight, `u = (g - K A) / α`. -/
def scaledResidual (K : Matrix ι κ ℝ) (g : ι → ℝ) (α : ℝ) (A : κ → ℝ) : ι → ℝ :=
  α⁻¹ • (g - K *ᵥ A)

/-- The gradient of the objective with respect to the spectrum. -/
def objGrad (K : Matrix ι κ ℝ) (g : ι → ℝ) (m : κ → ℝ) (α : ℝ) (A : κ → ℝ) : κ → ℝ :=
  fun j => (Kᵀ *ᵥ (g - K *ᵥ A)) j - α * Real.log (A j / m j)

/-- Relative entropy of one spectral weight `b` with respect to another, `a`. -/
def relEnt (b a : ℝ) : ℝ := b * Real.log (b / a) - b + a

/-- The dual functional, defined on vectors in data space. -/
def dual (K : Matrix ι κ ℝ) (g : ι → ℝ) (m : κ → ℝ) (α : ℝ) (u : ι → ℝ) : ℝ :=
  ∑ j, m j * Real.exp ((Kᵀ *ᵥ u) j) + ∑ i, (α / 2 * (u i * u i) - u i * g i)

/-- The relative entropy of two different positive weights is positive. -/
theorem relEnt_pos {a b : ℝ} (ha : 0 < a) (hb : 0 < b) (hne : b ≠ a) : 0 < relEnt b a := by
  have h1 : a / b ≠ 1 := fun h => hne ((div_eq_one_iff_eq hb.ne').1 h).symm
  have h := mul_lt_mul_of_pos_left (Real.log_lt_sub_one_of_pos (div_pos ha hb) h1) hb
  have h3 : b * (a / b - 1) = a - b := by field_simp
  rw [h3, Real.log_div ha.ne' hb.ne'] at h
  unfold relEnt
  rw [Real.log_div hb.ne' ha.ne']
  nlinarith

/-- The relative entropy of two positive weights is bounded by their scaled squared distance. -/
theorem relEnt_le {a b : ℝ} (ha : 0 < a) (hb : 0 < b) : relEnt b a ≤ (b - a) ^ 2 / a := by
  have h := mul_le_mul_of_nonneg_left (Real.log_le_sub_one_of_pos (div_pos hb ha)) hb.le
  have h2 : (b - a) ^ 2 / a = b * (b / a - 1) - b + a := by
    field_simp
    ring
  rw [h2]
  unfold relEnt
  linarith

/-- The transposed kernel is the adjoint of the kernel for the dot product. -/
theorem dot_transpose (K : Matrix ι κ ℝ) (x : κ → ℝ) (r : ι → ℝ) :
    x ⬝ᵥ (Kᵀ *ᵥ r) = (K *ᵥ x) ⬝ᵥ r := by
  rw [Matrix.dotProduct_mulVec, Matrix.vecMul_transpose]

variable {K : Matrix ι κ ℝ} {g : ι → ℝ} {m : κ → ℝ} {α : ℝ}

/-- Exact difference of the objective between two positive spectra: weighted relative entropy, plus
half the squared distance in data space, minus the gradient term. -/
theorem objective_gap (hm : ∀ j, 0 < m j) {A B : κ → ℝ} (hA : ∀ j, 0 < A j)
    (hB : ∀ j, 0 < B j) :
    objective K g m α A - objective K g m α B = α * ∑ j, relEnt (B j) (A j)
      + (K *ᵥ (B - A)) ⬝ᵥ (K *ᵥ (B - A)) / 2 - (B - A) ⬝ᵥ objGrad K g m α A := by
  have hS : entropy m A - entropy m B = ∑ j, relEnt (B j) (A j)
      + ∑ j, (B j - A j) * Real.log (A j / m j) := by
    unfold entropy
    rw [← Finset.sum_sub_distrib, ← Finset.sum_add_distrib]
    refine Finset.sum_congr rfl fun j _ => ?_
    unfold relEnt
    rw [Real.log_div (hA j).ne' (hm j).ne', Real.log_div (hB j).ne' (hm j).ne',
      Real.log_div (hB j).ne' (hA j).ne']
    ring
  have hG : (B - A) ⬝ᵥ objGrad K g m α A = (K *ᵥ (B - A)) ⬝ᵥ (g - K *ᵥ A)
      - α * ∑ j, (B j - A j) * Real.log (A j / m j) := by
    rw [← dot_transpose, Finset.mul_sum]
    simp only [dotProduct, objGrad, Pi.sub_apply]
    rw [← Finset.sum_sub_distrib]
    exact Finset.sum_congr rfl fun j _ => by ring
  have hM : (K *ᵥ B - g) ⬝ᵥ (K *ᵥ B - g) - (K *ᵥ A - g) ⬝ᵥ (K *ᵥ A - g)
      = (K *ᵥ B - K *ᵥ A) ⬝ᵥ (K *ᵥ B - K *ᵥ A)
        - 2 * ((K *ᵥ B - K *ᵥ A) ⬝ᵥ (g - K *ᵥ A)) := by
    simp only [dotProduct, Pi.sub_apply]
    rw [Finset.mul_sum, ← Finset.sum_sub_distrib, ← Finset.sum_sub_distrib]
    exact Finset.sum_congr rfl fun i _ => by ring
  rw [hG, Matrix.mulVec_sub]
  unfold objective
  linear_combination α * hS + hM / 2

/-- A positive spectrum with vanishing gradient has a strictly larger objective than any other
positive spectrum. -/
theorem objective_lt_of_stationary (hα : 0 < α) (hm : ∀ j, 0 < m j) {A B : κ → ℝ}
    (hA : ∀ j, 0 < A j) (hB : ∀ j, 0 < B j) (h0 : objGrad K g m α A = 0) (hne : B ≠ A) :
    objective K g m α B < objective K g m α A := by
  have gap := objective_gap (K := K) (g := g) (α := α) hm hA hB
  rw [h0, dotProduct_zero] at gap
  obtain ⟨k, hk⟩ := Function.ne_iff.1 hne
  have hnn : ∀ j ∈ Finset.univ, 0 ≤ relEnt (B j) (A j) := by
    intro j _
    by_cases h : B j = A j
    · simp [relEnt, h, (hA j).ne']
    · exact (relEnt_pos (hA j) (hB j) h).le
  have hs : 0 < ∑ j, relEnt (B j) (A j) :=
    Finset.sum_pos' hnn ⟨k, Finset.mem_univ k, relEnt_pos (hA k) (hB k) hk⟩
  have hq : 0 ≤ (K *ᵥ (B - A)) ⬝ᵥ (K *ᵥ (B - A)) :=
    Finset.sum_nonneg fun i _ => mul_self_nonneg _
  have := mul_pos hα hs
  linarith

/-- The gradient vanishes at a maximum-entropy spectrum. -/
theorem IsMaxEnt.stationary (hα : 0 < α) (hm : ∀ j, 0 < m j) {A : κ → ℝ}
    (h : IsMaxEnt K g m α A) : objGrad K g m α A = 0 := by
  obtain ⟨hA, hmax⟩ := h
  obtain ⟨G, hG⟩ : ∃ G, G = objGrad K g m α A := ⟨_, rfl⟩
  rw [← hG]
  -- small steps along the gradient keep the spectrum positive
  have hpos : ∀ᶠ t in 𝓝[>] (0 : ℝ), ∀ j, 0 < A j + t * G j := by
    rw [Filter.eventually_all]
    intro j
    have hc : Continuous fun t : ℝ => A j + t * G j := by fun_prop
    exact ((hc.tendsto' 0 (A j) (by simp)).eventually
      (lt_mem_nhds (hA j))).filter_mono nhdsWithin_le_nhds
  have hle : ∀ᶠ t in 𝓝[>] (0 : ℝ), G ⬝ᵥ G ≤
      t * (α * ∑ j, G j ^ 2 / A j + (K *ᵥ G) ⬝ᵥ (K *ᵥ G) / 2) := by
    filter_upwards [hpos, self_mem_nhdsWithin] with t ht ht0
    have ht1 : 0 < t := ht0
    have hB : ∀ j, 0 < (A + t • G) j := fun j => ht j
    have gap := objective_gap (K := K) (g := g) (α := α) hm hA hB
    rw [← hG] at gap
    simp only [add_sub_cancel_left, Matrix.mulVec_smul, smul_dotProduct, dotProduct_smul,
      smul_eq_mul] at gap
    have hkl : ∑ j, relEnt ((A + t • G) j) (A j) ≤ t ^ 2 * ∑ j, G j ^ 2 / A j := by
      rw [Finset.mul_sum]
      refine Finset.sum_le_sum fun j _ => (relEnt_le (hA j) (hB j)).trans_eq ?_
      simp only [Pi.add_apply, Pi.smul_apply, smul_eq_mul]
      ring
    refine le_of_mul_le_mul_left ?_ ht1
    nlinarith [mul_le_mul_of_nonneg_left hkl hα.le, hmax _ hB, gap]
  have hc : Continuous fun t : ℝ =>
      t * (α * ∑ j, G j ^ 2 / A j + (K *ᵥ G) ⬝ᵥ (K *ᵥ G) / 2) := by fun_prop
  have h1 := ge_of_tendsto ((hc.tendsto' 0 0 (by simp)).mono_left nhdsWithin_le_nhds) hle
  have h2 : 0 ≤ G ⬝ᵥ G := Finset.sum_nonneg fun i _ => mul_self_nonneg _
  exact dotProduct_self_eq_zero.1 (le_antisymm h1 h2)

/-- A spectrum is a positive maximizer of the objective if and only if it is the default model
times the exponential of the back-projected scaled residual. -/
theorem isMaxEnt_iff (hα : 0 < α) (hm : ∀ j, 0 < m j) (A : κ → ℝ) :
    IsMaxEnt K g m α A ↔
      ∀ j, A j = m j * Real.exp ((Kᵀ *ᵥ scaledResidual K g α A) j) := by
  have hu : ∀ j, (Kᵀ *ᵥ scaledResidual K g α A) j = α⁻¹ * (Kᵀ *ᵥ (g - K *ᵥ A)) j := by
    intro j
    rw [scaledResidual, Matrix.mulVec_smul, Pi.smul_apply, smul_eq_mul]
  constructor
  · intro h j
    have h0 : (Kᵀ *ᵥ (g - K *ᵥ A)) j - α * Real.log (A j / m j) = 0 :=
      congrFun (h.stationary hα hm) j
    rw [hu j, sub_eq_zero.1 h0, inv_mul_cancel_left₀ hα.ne',
      Real.exp_log (div_pos (h.1 j) (hm j)), mul_comm, div_mul_cancel₀ _ (hm j).ne']
  · intro h
    have hA : ∀ j, 0 < A j := fun j => (mul_pos (hm j) (Real.exp_pos _)).trans_eq (h j).symm
    have h0 : objGrad K g m α A = 0 := by
      funext j
      have h1 := (div_eq_iff (hm j).ne').2 ((h j).trans (mul_comm _ _))
      change (Kᵀ *ᵥ (g - K *ᵥ A)) j - α * Real.log (A j / m j) = 0
      rw [h1, Real.log_exp, hu j, mul_inv_cancel_left₀ hα.ne', sub_self]
    refine ⟨hA, fun B hB => ?_⟩
    by_cases hne : B = A
    · rw [hne]
    · exact (objective_lt_of_stationary hα hm hA hB h0 hne).le

/-- The dual functional grows at least quadratically in every component. -/
theorem dual_lower (hα : 0 < α) (hm : ∀ j, 0 < m j) (u : ι → ℝ) (i : ι) :
    α / 4 * u i ^ 2 - ∑ k, g k ^ 2 / α ≤ dual K g m α u := by
  have h1 : 0 ≤ ∑ j, m j * Real.exp ((Kᵀ *ᵥ u) j) :=
    Finset.sum_nonneg fun j _ => (mul_pos (hm j) (Real.exp_pos _)).le
  have h2 : α / 4 * u i ^ 2 ≤ ∑ k, α / 4 * u k ^ 2 :=
    Finset.single_le_sum (f := fun k => α / 4 * u k ^ 2) (fun k _ => by positivity)
      (Finset.mem_univ i)
  have h3 : ∑ k, α / 4 * u k ^ 2 - ∑ k, g k ^ 2 / α
      ≤ ∑ k, (α / 2 * (u k * u k) - u k * g k) := by
    rw [← Finset.sum_sub_distrib]
    refine Finset.sum_le_sum fun k _ => ?_
    have e : α / 2 * (u k * u k) - u k * g k - (α / 4 * u k ^ 2 - g k ^ 2 / α)
        = (α * u k / 2 - g k) ^ 2 / α := by
      field_simp
      ring
    have : 0 ≤ (α * u k / 2 - g k) ^ 2 / α := by positivity
    linarith
  unfold dual
  linarith

/-- The dual functional attains its minimum. -/
theorem dual_exists_min (hα : 0 < α) (hm : ∀ j, 0 < m j) :
    ∃ u, ∀ v, dual K g m α u ≤ dual K g m α v := by
  have hcont : Continuous (dual K g m α) := by
    unfold dual
    simp only [Matrix.mulVec, dotProduct]
    fun_prop
  obtain ⟨T, hT⟩ : ∃ T, T = (dual K g m α 0 + ∑ k, g k ^ 2 / α) * 4 / α := ⟨_, rfl⟩
  -- the sublevel set of the origin lies in a box
  have hbox : ∀ u, dual K g m α u ≤ dual K g m α 0 →
      u ∈ Set.Icc (fun _ : ι => -(1 + |T|)) (fun _ : ι => 1 + |T|) := by
    intro u hu
    have hi : ∀ i, |u i| ≤ 1 + |T| := by
      intro i
      have hl := dual_lower (K := K) (g := g) hα hm u i
      have hs : u i ^ 2 ≤ T := by
        rw [hT, le_div_iff₀ hα]
        linarith
      exact abs_le_of_sq_le_sq
        (by nlinarith [le_abs_self T, abs_nonneg T, sq_nonneg |T|]) (by positivity)
    exact ⟨fun i => (abs_le.1 (hi i)).1, fun i => (abs_le.1 (hi i)).2⟩
  obtain ⟨u, _, hmin⟩ := isCompact_Icc.exists_isMinOn ⟨0, hbox 0 le_rfl⟩ hcont.continuousOn
  refine ⟨u, fun v => ?_⟩
  by_cases hv : dual K g m α v ≤ dual K g m α 0
  · exact isMinOn_iff.1 hmin v (hbox v hv)
  · exact (isMinOn_iff.1 hmin 0 (hbox 0 le_rfl)).trans (not_le.1 hv).le

/-- For every kernel, data vector, positive entropy weight and positive default model there is
exactly one maximum-entropy spectrum. -/
theorem existsUnique_isMaxEnt (K : Matrix ι κ ℝ) (g : ι → ℝ) (hα : 0 < α)
    (hm : ∀ j, 0 < m j) : ∃! A, IsMaxEnt K g m α A := by
  obtain ⟨u, hglob⟩ := dual_exists_min (K := K) (g := g) hα hm
  obtain ⟨A, hA⟩ : ∃ A : κ → ℝ, ∀ j, A j = m j * Real.exp ((Kᵀ *ᵥ u) j) :=
    ⟨_, fun _ => rfl⟩
  obtain ⟨r, hr⟩ : ∃ r, r = K *ᵥ A + α • u - g := ⟨_, rfl⟩
  -- differentiate the dual functional along its own gradient `r`
  have lin : ∀ a b : ℝ, HasDerivAt (fun t : ℝ => a + t * b) b 0 := fun a b =>
    (((hasDerivAt_id' (0 : ℝ)).mul_const b).const_add a).congr_deriv (one_mul b)
  have hφ : HasDerivAt (fun t : ℝ =>
      ∑ j, m j * Real.exp ((Kᵀ *ᵥ u) j + t * (Kᵀ *ᵥ r) j)
        + ∑ i, (α / 2 * ((u i + t * r i) * (u i + t * r i)) - (u i + t * r i) * g i))
      (∑ j, A j * (Kᵀ *ᵥ r) j + ∑ i, (α * u i - g i) * r i) 0 := by
    refine HasDerivAt.fun_add (HasDerivAt.fun_sum fun j _ => ?_)
      (HasDerivAt.fun_sum fun i _ => ?_)
    · refine ((lin _ _).exp.const_mul (m j)).congr_deriv ?_
      rw [hA j]
      simp only [zero_mul, add_zero]
      ring
    · refine ((((lin _ _).fun_mul (lin _ _)).const_mul (α / 2)).fun_sub
        ((lin _ _).mul_const (g i))).congr_deriv ?_
      ring
  have hD : HasDerivAt (fun t : ℝ => dual K g m α (u + t • r))
      (∑ j, A j * (Kᵀ *ᵥ r) j + ∑ i, (α * u i - g i) * r i) 0 := by
    simpa only [dual, Matrix.mulVec_add, Matrix.mulVec_smul, Pi.add_apply, Pi.smul_apply,
      smul_eq_mul] using hφ
  have hloc : IsLocalMin (fun t : ℝ => dual K g m α (u + t • r)) 0 :=
    Filter.Eventually.of_forall fun t => by simpa using hglob (u + t • r)
  have h0 : A ⬝ᵥ (Kᵀ *ᵥ r) + ∑ i, (α * u i - g i) * r i = 0 := hloc.hasDerivAt_eq_zero hD
  have hrr : r ⬝ᵥ r = (K *ᵥ A) ⬝ᵥ r + ∑ i, (α * u i - g i) * r i := by
    simp only [dotProduct]
    rw [← Finset.sum_add_distrib]
    refine Finset.sum_congr rfl fun i _ => ?_
    have e : r i = (K *ᵥ A) i + α * u i - g i := congrFun hr i
    linear_combination r i * e
  rw [dot_transpose, ← hrr] at h0
  have hr0 : r = 0 := dotProduct_self_eq_zero.1 h0
  -- stationarity identifies the dual minimizer with the scaled residual
  have hu : scaledResidual K g α A = u := by
    funext i
    have e : (K *ᵥ A) i + α * u i - g i = 0 := congrFun (hr.symm.trans hr0) i
    change α⁻¹ * (g i - (K *ᵥ A) i) = u i
    have e2 : g i - (K *ᵥ A) i = α * u i := by linarith
    rw [e2, inv_mul_cancel_left₀ hα.ne']
  have hmax : IsMaxEnt K g m α A := (isMaxEnt_iff hα hm A).2 (by rw [hu]; exact hA)
  refine ⟨A, hmax, fun B hB => ?_⟩
  by_contra hne
  exact absurd (hB.2 A hmax.1) (not_le_of_gt
    (objective_lt_of_stationary hα hm hmax.1 hB.1 (hmax.stationary hα hm) hne))

end

end MaxEntContinuation
```

```lean
#print axioms MaxEntContinuation.existsUnique_isMaxEnt
```

```
'MaxEntContinuation.existsUnique_isMaxEnt' depends on axioms: [propext, Classical.choice, Quot.sound]
```

The finite types `ι` and `κ` label data points and frequency points. `objective` is $Q$, `scaledResidual` is $(g-KA)/\alpha$, and `IsMaxEnt` says that a spectrum is positive everywhere and that no positive spectrum has a larger objective.

`isMaxEnt_iff` states that, for $\alpha>0$ and a positive default model, `IsMaxEnt` holds for $A$ exactly when your equation holds at every $j$. Positivity need not be assumed on the equation side, because the exponential supplies it. The equation is implicit, since $u$ contains $A$. `existsUnique_isMaxEnt` states that exactly one such spectrum exists, with no condition on the rank of $K$ or on the data.

The misfit weights all data equally, so unequal or correlated errors must first be absorbed into $K$ and $g$ by whitening; complex data are entered as real and imaginary parts. Here $A_j$ is the spectral weight in a bin and $m_j$ the default model's weight in the same bin, so bin widths are contained in $A$ and $m$ and must not be put into $K$ again. No sum rule is imposed, and $\alpha$ is given: it stands for the balance between trust in the data and in the default model, and how to choose it is a separate question.

For simulation practice, this means that at fixed $\alpha$ on a finite grid, two runs with the same kernel, data and default model that end at different spectra cannot both have solved the equation exactly. It does not say that the spectrum is close to the true one.

## How the proof follows the calculation

`relEnt_pos` and `relEnt_le` are the two bounds on $D$, both from Mathlib's inequalities for $\log x$ and $x-1$. `dot_transpose` moves $K$ across the dot product. `objective_gap` is the exact difference: `hG` rewrites the gradient term, and `linear_combination` then combines `hS`, for the entropy, with `hM`, for the misfit.

`objective_lt_of_stationary` gives the strict maximum. In `IsMaxEnt.stationary`, the filter `𝓝[>] 0` expresses "for all sufficiently small $t>0$", and `ge_of_tendsto` takes the limit. `isMaxEnt_iff` then converts between the logarithmic and exponential forms.

For existence, `dual_lower` completes the square and `dual_exists_min` finds the minimum of $F$ on a compact box containing the sublevel set. `existsUnique_isMaxEnt` avoids a multivariable gradient: it differentiates $F$ only along the direction $r=KA+\alpha u-g$. That derivative equals $|r|^2$ and vanishes at the minimum, so $r=0$. The strict inequality then excludes a second maximizer.
